# Exchange and Weizsäcker integrals grow equally under Thomas-Fermi scaling

Let \(n>0\) be a continuously differentiable density on \(\mathbb R^3\) with finite \(X[n]=\int n^{4/3}\) and \(W[n]=\int|\nabla n|^2/n\). For \(Z>0\), passing to the scaled density \(n_Z(x)=Z^2n(Z^{1/3}x)\) multiplies both integrals by the same factor \(Z^{5/3}\). Local exchange and the Weizsäcker gradient correction of density functional theory therefore enter at equal order in \(Z\) along this family, which rescales one fixed density and does not follow true atomic ground states.

## Densities and integrals

Space is three-dimensional Euclidean space with Lebesgue measure.

```lean
import Mathlib

open MeasureTheory

namespace ThomasFermiCorrections

noncomputable section

/-- Three-dimensional Euclidean space. -/
abbrev Space := EuclideanSpace ℝ (Fin 3)
```

The general scaling \(n_{a,b}(x)=a\,n(bx)\) is `scaled a b n`; Thomas-Fermi scaling is the special case \(a=Z^2\), \(b=Z^{1/3}\). It multiplies a finite particle number by \(Z\). The name comes from Thomas-Fermi theory, where the density of the neutral atom with nuclear charge \(Z\) is obtained in this way from the one for \(Z=1\).

```lean
/-- The density `a n(b x)`, with amplitude factor `a` and coordinates scaled by `b`. -/
def scaled (a b : ℝ) (n : Space → ℝ) : Space → ℝ := fun x => a * n (b • x)

/-- The Thomas-Fermi scaled density `n_Z(x) = Z² n(Z^(1/3) x)`. -/
def tfScaled (Z : ℝ) (n : Space → ℝ) : Space → ℝ := scaled (Z ^ 2) (Z ^ (1 / 3 : ℝ)) n
```

The integrals `exchange` (\(X\)) and `weizsaecker` (\(W\)) omit the constant prefactors of the energies, including the negative sign of exchange. These do not affect the powers of \(Z\).

```lean
/-- The local exchange integrand `n^(4/3)`, without its constant prefactor. -/
def exchangeDensity (n : Space → ℝ) (x : Space) : ℝ := n x ^ (4 / 3 : ℝ)

/-- The Weizsaecker integrand `|∇n|² / n`, without its constant prefactor. -/
def weizsaeckerDensity (n : Space → ℝ) (x : Space) : ℝ := ‖gradient n x‖ ^ 2 / n x

/-- The exchange integral `∫ n^(4/3)`. -/
def exchange (n : Space → ℝ) : ℝ := ∫ x, exchangeDensity n x

/-- The Weizsaecker integral `∫ |∇n|² / n`. -/
def weizsaecker (n : Space → ℝ) : ℝ := ∫ x, weizsaeckerDensity n x
```

`Admissible n` collects the assumptions on \(n\), which are in force from (e) to (i). A finite particle number is not among them; it is added only in (i). The Thomas-Fermi density of an atom with a point nucleus is excluded, because it diverges as \(r^{-3/2}\) at the nucleus. There \(|\nabla n|^2/n\) grows as \(r^{-7/2}\), so its integral \(W\) is infinite. The hydrogen ground-state density \(e^{-2r}/\pi\) (atomic units) is excluded too, because its cusp at the nucleus is not differentiable. Its two integrals are finite, however, and they obey the same scaling formulas, since a single point does not affect an integral.

```lean
/-- A positive, continuously differentiable density with finite exchange and Weizsaecker
integrals. -/
structure Admissible (n : Space → ℝ) : Prop where
  smooth : ContDiff ℝ 1 n
  pos : ∀ x, 0 < n x
  exchange_finite : Integrable (exchangeDensity n)
  weizsaecker_finite : Integrable (weizsaeckerDensity n)
```

## Problems

**(a) A cube root.** For \(Z>0\), show that
\[(Z^{1/3})^3=Z.\]

*Solution.* Exponents multiply, and \(\tfrac13\cdot3=1\). `Real.rpow_mul` is this rule.

```lean
/-- The cube of `Z^(1/3)` is `Z`. -/
theorem cube_root {Z : ℝ} (hZ : 0 < Z) : (Z ^ (1 / 3 : ℝ)) ^ 3 = Z := by
  rw [← Real.rpow_natCast, ← Real.rpow_mul hZ.le]
  norm_num
```

**(b) Dilating an integral.** For \(b>0\), show that
\[\int f(bx)\,dx=b^{-3}\int f(x)\,dx.\]

*Solution.* Substitute \(y=bx\), so \(dy=b^3dx\). Mathlib has the rule for any dimension; the proof sets the dimension to 3.

```lean
/-- Scaling the coordinates by `b` divides an integral over space by `b³`. -/
theorem integral_dilate {b : ℝ} (hb : 0 < b) (f : Space → ℝ) :
    ∫ x, f (b • x) = (b ^ 3)⁻¹ * ∫ x, f x := by
  have h := Measure.integral_comp_smul (volume : Measure Space) f b
  rw [finrank_euclideanSpace_fin, abs_of_pos (by positivity), smul_eq_mul] at h
  exact h
```

**(c) Positive integrals.** Let \(f\ge0\) be continuous and integrable, with \(f(x)\ne0\) at some \(x\). Show that
\[\int f>0.\]

*Solution.* If the integral were zero, \(f\) would vanish almost everywhere, and by continuity everywhere. That contradicts \(f(x)\neq0\). The last two proof lines are these two steps.

```lean
/-- A continuous, nonnegative, integrable function that is nonzero at some point has a positive
integral. -/
theorem integral_pos_of_ne {f : Space → ℝ} (hc : Continuous f) (h0 : ∀ x, 0 ≤ f x)
    (hi : Integrable f) {x : Space} (hx : f x ≠ 0) : 0 < ∫ y, f y := by
  refine lt_of_le_of_ne (integral_nonneg h0) fun h => hx ?_
  have hae := (integral_eq_zero_iff_of_nonneg h0 hi).1 h.symm
  exact congrFun (Measure.eq_of_ae_eq hae hc continuous_zero) x
```

**(d) The scaled gradient.** For differentiable \(n\) and real \(a,b\), show that
\[|\nabla n_{a,b}(x)|=|ab|\,|(\nabla n)(bx)|.\]

*Solution.* The chain rule gives \(\partial_i[a\,n(bx)]=ab\,(\partial_i n)(bx)\); take lengths. Lean works with the derivative `fderiv`, whose norm equals that of the gradient (`hg`), and `h3` is the chain rule.

```lean
/-- The gradient of `a n(b x)` has length `|a b|` times that of the gradient of `n` at `b x`. -/
theorem norm_gradient_scaled {n : Space → ℝ} (hn : Differentiable ℝ n) (a b : ℝ) (x : Space) :
    ‖gradient (scaled a b n) x‖ = |a * b| * ‖gradient n (b • x)‖ := by
  have hg : ∀ (f : Space → ℝ) (y : Space), ‖gradient f y‖ = ‖fderiv ℝ f y‖ :=
    fun f y => LinearIsometryEquiv.norm_map _ _
  have h1 : HasFDerivAt (fun y : Space => b • y) (b • ContinuousLinearMap.id ℝ Space) x :=
    (b • ContinuousLinearMap.id ℝ Space).hasFDerivAt
  have h0 : HasFDerivAt n (fderiv ℝ n (b • x)) ((fun y : Space => b • y) x) :=
    (hn _).hasFDerivAt
  -- chain rule
  have h2 := (h0.comp x h1).const_mul a
  have h3 : fderiv ℝ (scaled a b n) x = (a * b) • fderiv ℝ n (b • x) := by
    refine (HasFDerivAt.fderiv (f := scaled a b n) h2).trans ?_
    refine ContinuousLinearMap.ext fun v => ?_
    show a * (fderiv ℝ n (b • x)) (b • v) = (a * b) * (fderiv ℝ n (b • x)) v
    rw [map_smul, smul_eq_mul]
    ring
  rw [hg, hg, h3, norm_smul, Real.norm_eq_abs]
```

**(e) Both integrals under general scaling.** For \(a,b>0\), show that \(n_{a,b}\) is again admissible and
\[X[n_{a,b}]=\frac{a^{4/3}}{b^3}X[n],\qquad W[n_{a,b}]=\frac ab W[n].\]

*Solution.* The exchange integrand becomes \(a^{4/3}n(bx)^{4/3}\). By (d), the other becomes
\[\frac{a^2b^2|(\nabla n)(bx)|^2}{a\,n(bx)}=ab^2\,\frac{|(\nabla n)(bx)|^2}{n(bx)}.\]
These are `hX` and `hW`. By (b), integration contributes \(b^{-3}\) to each. Smoothness, positivity and integrability survive the scaling.

```lean
/-- Under `n → a n(b x)` the density stays admissible, the exchange integral gains the factor
`a^(4/3) / b³` and the Weizsaecker integral the factor `a / b`. -/
theorem corrections_scaled {n : Space → ℝ} (h : Admissible n) {a b : ℝ} (ha : 0 < a)
    (hb : 0 < b) : Admissible (scaled a b n) ∧
      exchange (scaled a b n) = a ^ (4 / 3 : ℝ) / b ^ 3 * exchange n ∧
      weizsaecker (scaled a b n) = a / b * weizsaecker n := by
  have hX : exchangeDensity (scaled a b n) =
      fun x => a ^ (4 / 3 : ℝ) * exchangeDensity n (b • x) := by
    funext x
    exact Real.mul_rpow ha.le (h.pos _).le
  have hW : weizsaeckerDensity (scaled a b n) =
      fun x => (a * b ^ 2) * weizsaeckerDensity n (b • x) := by
    funext x
    have hp := (h.pos (b • x)).ne'
    have ha' := ha.ne'
    simp only [weizsaeckerDensity]
    rw [norm_gradient_scaled (h.smooth.differentiable (by norm_num)), mul_pow, sq_abs]
    simp only [scaled]
    field_simp
  refine ⟨⟨?_, fun x => mul_pos ha (h.pos _), ?_, ?_⟩, ?_, ?_⟩
  · exact contDiff_const.mul (h.smooth.comp (contDiff_id.const_smul b))
  · rw [hX]
    exact (h.exchange_finite.comp_smul hb.ne').const_mul _
  · rw [hW]
    exact (h.weizsaecker_finite.comp_smul hb.ne').const_mul _
  · unfold exchange
    rw [hX, integral_const_mul, integral_dilate hb]
    ring
  · unfold weizsaecker
    rw [hW, integral_const_mul, integral_dilate hb]
    field_simp
```

**(f) Neither integral vanishes.** Show that
\[X[n]>0,\qquad W[n]>0.\]

*Solution.* The first follows from (c), since \(n^{4/3}>0\). If \(\nabla n\) is nonzero somewhere, (c) also gives the second. Otherwise \(n\) is constant, so dilation by 2 leaves \(n^{4/3}\) unchanged and (b) gives \(X=X/8\). Then \(X=0\), a contradiction. `by_cases` separates the two cases.

```lean
/-- The exchange and Weizsaecker integrals of an admissible density are strictly positive. -/
theorem corrections_pos {n : Space → ℝ} (h : Admissible n) :
    0 < exchange n ∧ 0 < weizsaecker n := by
  have hX : 0 < exchange n :=
    integral_pos_of_ne (h.smooth.continuous.rpow_const fun x => Or.inl (h.pos x).ne')
      (fun x => (Real.rpow_pos_of_pos (h.pos x) _).le) h.exchange_finite
      (x := 0) (Real.rpow_pos_of_pos (h.pos 0) _).ne'
  refine ⟨hX, ?_⟩
  have hg : ∀ y : Space, ‖gradient n y‖ = ‖fderiv ℝ n y‖ :=
    fun y => LinearIsometryEquiv.norm_map _ _
  have hc : Continuous (weizsaeckerDensity n) := by
    have he : weizsaeckerDensity n = fun x => ‖fderiv ℝ n x‖ ^ 2 / n x := by
      funext x
      rw [weizsaeckerDensity, hg]
    rw [he]
    exact ((h.smooth.continuous_fderiv (by norm_num)).norm.pow 2).div h.smooth.continuous
      fun x => (h.pos x).ne'
  by_cases hz : ∀ x, fderiv ℝ n x = 0
  · -- a constant density would have an exchange integral unchanged by dilation, hence zero
    exfalso
    have hd := integral_dilate (b := 2) (by norm_num) (exchangeDensity n)
    have he : (fun x : Space => exchangeDensity n ((2 : ℝ) • x)) = exchangeDensity n := by
      funext x
      unfold exchangeDensity
      rw [is_const_of_fderiv_eq_zero (h.smooth.differentiable (by norm_num)) hz ((2 : ℝ) • x) x]
    rw [he] at hd
    change exchange n = ((2 : ℝ) ^ 3)⁻¹ * exchange n at hd
    norm_num at hd
    linarith
  · obtain ⟨x, hx⟩ := not_forall.1 hz
    have hgx : ‖gradient n x‖ ≠ 0 := by
      rw [hg]
      exact norm_ne_zero_iff.2 hx
    exact integral_pos_of_ne hc (fun y => div_nonneg (sq_nonneg _) (h.pos y).le)
      h.weizsaecker_finite (x := x) (div_ne_zero (pow_ne_zero 2 hgx) (h.pos x).ne')
```

**(g) Thomas-Fermi scaling.** Show that \(n_Z\) is admissible and, with \(X[n],W[n]>0\),
\[X[n_Z]=Z^{5/3}X[n],\qquad W[n_Z]=Z^{5/3}W[n].\]

*Solution.* Put \(a=Z^2\), \(b=Z^{1/3}\) in (e). The factors are
\[\frac{Z^{8/3}}{Z}=Z^{5/3},\qquad \frac{Z^2}{Z^{1/3}}=Z^{5/3}.\]
`e1` and `e2` carry out this exponent arithmetic; positivity is (f).

For \(Z=8\), we have \(a=64\) and \(b=2\). The factors are \(64^{4/3}/8=256/8=32\) and \(64/2=32\), and \(8^{5/3}=32\).

```lean
/-- Under Thomas-Fermi scaling the density stays admissible, and the exchange and Weizsaecker
integrals, both strictly positive, gain the same factor `Z^(5/3)`. -/
theorem exchange_weizsaecker_equal_order {n : Space → ℝ} (h : Admissible n) {Z : ℝ}
    (hZ : 0 < Z) : Admissible (tfScaled Z n) ∧ 0 < exchange n ∧ 0 < weizsaecker n ∧
      exchange (tfScaled Z n) = Z ^ (5 / 3 : ℝ) * exchange n ∧
      weizsaecker (tfScaled Z n) = Z ^ (5 / 3 : ℝ) * weizsaecker n := by
  have hb : 0 < Z ^ (1 / 3 : ℝ) := Real.rpow_pos_of_pos hZ _
  obtain ⟨hA, hX, hW⟩ := corrections_scaled h (pow_pos hZ 2) hb
  have e1 : (Z ^ 2) ^ (4 / 3 : ℝ) = Z ^ (5 / 3 : ℝ) * Z := by
    calc (Z ^ 2) ^ (4 / 3 : ℝ) = Z ^ ((5 / 3 : ℝ) + 1) := by
          rw [← Real.rpow_natCast Z 2, ← Real.rpow_mul hZ.le]
          norm_num
      _ = Z ^ (5 / 3 : ℝ) * Z := by rw [Real.rpow_add hZ, Real.rpow_one]
  have e2 : Z ^ 2 = Z ^ (5 / 3 : ℝ) * Z ^ (1 / 3 : ℝ) := by
    rw [← Real.rpow_add hZ, ← Real.rpow_natCast Z 2]
    norm_num
  refine ⟨hA, (corrections_pos h).1, (corrections_pos h).2, hX.trans ?_, hW.trans ?_⟩
  · rw [cube_root hZ, e1, mul_div_cancel_right₀ _ hZ.ne']
  · rw [(div_eq_iff hb.ne').2 e2]
```

**(h) When the factors agree.** For \(a,b>0\), show that
\[\frac{X[n_{a,b}]}{X[n]}=\frac{W[n_{a,b}]}{W[n]}\iff a=b^6.\]

*Solution.* By (e), equality means \(a^{4/3}/b^3=a/b\). Multiplying by \(b^3/a\) gives \(a^{1/3}=b^2\), and cubing, which is reversible for positive numbers, gives \(a=b^6\). In both directions `e'` is the relation \(a^{1/3}=b^2\).

```lean
/-- Under `n → a n(b x)` the exchange and Weizsaecker integrals gain the same factor exactly when
`a = b⁶`. -/
theorem same_factor_iff {n : Space → ℝ} (h : Admissible n) {a b : ℝ} (ha : 0 < a) (hb : 0 < b) :
    exchange (scaled a b n) / exchange n = weizsaecker (scaled a b n) / weizsaecker n ↔
      a = b ^ 6 := by
  obtain ⟨-, hX, hW⟩ := corrections_scaled h ha hb
  obtain ⟨pX, pW⟩ := corrections_pos h
  rw [hX, hW, mul_div_cancel_right₀ _ pX.ne', mul_div_cancel_right₀ _ pW.ne']
  have ht : 0 < a ^ (1 / 3 : ℝ) := Real.rpow_pos_of_pos ha _
  have h3 := cube_root ha
  have h4 : a ^ (4 / 3 : ℝ) = a * a ^ (1 / 3 : ℝ) := by
    rw [show (4 / 3 : ℝ) = 1 + 1 / 3 by norm_num, Real.rpow_add ha, Real.rpow_one]
  rw [h4, div_eq_div_iff (pow_pos hb 3).ne' hb.ne']
  constructor
  · intro e
    have e' : a ^ (1 / 3 : ℝ) = b ^ 2 :=
      mul_left_cancel₀ (mul_pos ha hb).ne' (by linear_combination e)
    rw [e'] at h3
    linear_combination -h3
  · intro e
    have e' : a ^ (1 / 3 : ℝ) = b ^ 2 :=
      (pow_left_inj₀ ht.le (by positivity) (by norm_num : (3 : ℕ) ≠ 0)).1
        (by linear_combination h3 + e)
    rw [e']
    ring
```

**(i) Fixing the particle number.** Let \(n\) also be integrable, and \(a,b,Z>0\). Show that \(\int n_{a,b}=Z\int n\) and equality of the two factors in (h) hold together exactly when
\[a=Z^2,\qquad b=Z^{1/3}.\]

*Solution.* By (b), the particle number gains \(a/b^3\), and \(\int n>0\) by (c). The conditions are thus \(a=Zb^3\) and \(a=b^6\). Together they give \(b^3=Z\) (`e3`), hence \(b=Z^{1/3}\) and \(a=Z^2\). Conversely, these values satisfy both conditions.

```lean
/-- For an integrable admissible density, `n → a n(b x)` multiplies the particle number by `Z` and
the two correction integrals by a common factor exactly when it is Thomas-Fermi scaling. -/
theorem thomasFermi_scaling_unique {n : Space → ℝ} (h : Admissible n) (hN : Integrable n)
    {a b Z : ℝ} (ha : 0 < a) (hb : 0 < b) (hZ : 0 < Z) :
    (∫ x, scaled a b n x = Z * ∫ x, n x) ∧
      exchange (scaled a b n) / exchange n = weizsaecker (scaled a b n) / weizsaecker n ↔
      a = Z ^ 2 ∧ b = Z ^ (1 / 3 : ℝ) := by
  have pN : 0 < ∫ x, n x := integral_pos_of_ne h.smooth.continuous (fun x => (h.pos x).le) hN
    (x := 0) (h.pos 0).ne'
  have hs : ∫ x, scaled a b n x = a / b ^ 3 * ∫ x, n x := by
    unfold scaled
    rw [integral_const_mul, integral_dilate hb]
    ring
  have hr := cube_root hZ
  rw [same_factor_iff h ha hb, hs, mul_left_inj' pN.ne', div_eq_iff (pow_pos hb 3).ne']
  constructor
  · rintro ⟨e1, e2⟩
    -- the two conditions fix b³ = Z
    have e3 : b ^ 3 = Z :=
      mul_right_cancel₀ (pow_pos hb 3).ne' (by linear_combination e1 - e2)
    refine ⟨by rw [e2, ← e3]; ring, ?_⟩
    exact (pow_left_inj₀ hb.le (Real.rpow_pos_of_pos hZ _).le
      (by norm_num : (3 : ℕ) ≠ 0)).1 (e3.trans hr.symm)
  · rintro ⟨e1, e2⟩
    rw [← e2] at hr
    refine ⟨by rw [e1, hr]; ring, by rw [e1, ← hr]; ring⟩

end

end ThomasFermiCorrections
```

```lean
#print axioms ThomasFermiCorrections.exchange_weizsaecker_equal_order
#print axioms ThomasFermiCorrections.thomasFermi_scaling_unique
```

```
'ThomasFermiCorrections.exchange_weizsaecker_equal_order' depends on axioms: [propext, Classical.choice, Quot.sound]
'ThomasFermiCorrections.thomasFermi_scaling_unique' depends on axioms: [propext, Classical.choice, Quot.sound]
```
